# The entropy error of a spin orbital is at most the entropy of its occupation error

A cheap preliminary calculation gives a spin orbital the occupation q, and a better one would give p. If the orbital's entropy is used to judge whether it belongs in an active space, how wrong can that entropy be? For a state of fixed particle number, the reduced density matrix of one spin orbital with occupation n has eigenvalues n and 1−n, so its entropy is

s(n) = −n ln n − (1−n) ln(1−n), with 0 ln 0 = 0.

For all p and q in [0,1],

|s(p) − s(q)| ≤ s(|p−q|),

with equality exactly when p = q or at least one occupation is 0 or 1.

## Error bars for entropy thresholds

Suppose a code selects spin orbitals by an entropy threshold, and their occupations are known to within ε ≤ 1/2. An orbital whose estimated entropy exceeds the threshold by more than s(ε) is then certain to remain above it.

For ε = 0.01,

s(0.01) ≈ 0.01 × 4.605 + 0.99 × 0.01005 ≈ 0.056.

An error from 0 to 0.01 attains this value. The same occupation error from 0.50 to 0.51 changes the entropy by only about 0.0002. Nearly empty and nearly full orbitals are therefore the sensitive ones.

## Splitting particles and holes

On (0,1) the second derivative of s is −1/(n(1−n)) < 0, so s is strictly concave on [0,1]. Also s(0) = 0. For x, y > 0 with x+y ≤ 1, write x as a weighted mean of x+y and 0. Concavity gives

s(x) > [x/(x+y)] s(x+y).

Adding the same inequality with x and y exchanged gives strict subadditivity:

s(x+y) < s(x) + s(y).

Now let 0 < q < p < 1 and d = p−q. Splitting the particle occupation, p = q+d, gives

s(p) − s(q) < s(d).

Splitting the hole occupation, 1−q = (1−p)+d, and using s(1−n) = s(n) gives

s(q) − s(p) < s(d).

Together these are the strict bound; exchanging the names covers p < q.

If p = q, both sides are zero. If q = 0, both are s(p); if q = 1, both are s(1−p) = s(p). The cases p = 0 and p = 1 follow by symmetry. This completes the bound and the equality criterion.

Since s′(n) = ln((1−n)/n) > 0 for 0 < n < 1/2, |p−q| ≤ ε ≤ 1/2 implies

|s(p) − s(q)| ≤ s(|p−q|) ≤ s(ε),

attained at p = ε, q = 0. For M spin orbitals, the triangle inequality bounds the error of the summed entropy by M s(ε).

No constant L gives a bound L|p−q|. Take q = 0 and p = exp(−(|L|+1)); then

s(p) ≥ −p ln p = (|L|+1)p > Lp.

## The bound and its consequences in Lean

```lean
import Mathlib

open Real Set

namespace OrbitalEntropyError

/-- Entropy of a spin orbital with occupation `n` in `[0,1]`, whose reduced density matrix has
the eigenvalues `n` (occupied) and `1 - n` (empty). -/
noncomputable def spinOrbitalEntropy (n : ℝ) : ℝ :=
  -(n * log n) - (1 - n) * log (1 - n)

local notation "s" => spinOrbitalEntropy

/-- The spin-orbital entropy is the binary entropy function with natural logarithms. -/
theorem spinOrbitalEntropy_eq : spinOrbitalEntropy = binEntropy := by
  funext n
  simp only [spinOrbitalEntropy, binEntropy, log_inv]
  ring

/-- Strict subadditivity: splitting an occupation `a + b ≤ 1` into two positive parts `a` and `b`
raises the total entropy. -/
theorem entropy_add_lt {a b : ℝ} (ha : 0 < a) (hb : 0 < b) (hab : a + b ≤ 1) :
    s (a + b) < s a + s b := by
  rw [spinOrbitalEntropy_eq]
  -- the graph lies strictly above the chord from the origin
  have chord : ∀ x y : ℝ, 0 < x → 0 < y → x + y ≤ 1 →
      x / (x + y) * binEntropy (x + y) < binEntropy x := by
    intro x y hx hy hxy
    have hpos : 0 < x + y := add_pos hx hy
    have h := strictConcave_binEntropy.2 (x := x + y) (y := 0)
      ⟨hpos.le, hxy⟩ ⟨le_refl 0, zero_le_one⟩ hpos.ne'
      (div_pos hx hpos) (div_pos hy hpos) (by field_simp)
    simp only [smul_eq_mul, binEntropy_zero, mul_zero, add_zero] at h
    have e : x / (x + y) * (x + y) = x := by field_simp
    rwa [e] at h
  have h1 := chord a b ha hb hab
  have h2 := chord b a hb ha (by linarith)
  rw [add_comm b a] at h2
  have hne : a + b ≠ 0 := (add_pos ha hb).ne'
  have e : a / (a + b) + b / (a + b) = 1 := by field_simp
  have e' : a / (a + b) * binEntropy (a + b) + b / (a + b) * binEntropy (a + b)
      = binEntropy (a + b) := by
    rw [← add_mul, e, one_mul]
  linarith

/-- For two different occupations strictly between 0 and 1, the entropy error is strictly smaller
than the entropy of the occupation error. -/
theorem entropy_error_lt {p q : ℝ} (hp : p ∈ Ioo (0 : ℝ) 1) (hq : q ∈ Ioo (0 : ℝ) 1)
    (hpq : p ≠ q) : |s p - s q| < s |p - q| := by
  have key : ∀ a b : ℝ, 0 < b → b < a → a < 1 → |s a - s b| < s (a - b) := by
    intro a b hb hba ha
    -- particles: a = b + (a - b); holes: 1 - b = (1 - a) + (a - b)
    have h1 := entropy_add_lt hb (sub_pos.mpr hba) (by linarith)
    have h2 := entropy_add_lt (sub_pos.mpr ha) (sub_pos.mpr hba) (by linarith)
    have e1 : b + (a - b) = a := by ring
    have e2 : 1 - a + (a - b) = 1 - b := by ring
    rw [e1] at h1
    rw [e2] at h2
    have hole : ∀ x : ℝ, s (1 - x) = s x := by
      intro x
      rw [spinOrbitalEntropy_eq, binEntropy_one_sub]
    rw [hole, hole] at h2
    rw [abs_lt]
    constructor <;> linarith
  rcases lt_or_gt_of_ne hpq with h | h
  · rw [abs_sub_comm (s p), abs_sub_comm p, abs_of_pos (sub_pos.mpr h)]
    exact key q p hp.1 h hq.2
  · rw [abs_of_pos (sub_pos.mpr h)]
    exact key p q hq.1 h hp.2

/-- For occupations in `[0,1]`, the entropy error equals the entropy of the occupation error if
the occupations coincide or one of them is 0 or 1. -/
theorem entropy_error_eq {p q : ℝ} (hp : p ∈ Icc (0 : ℝ) 1) (hq : q ∈ Icc (0 : ℝ) 1)
    (h : p = q ∨ p = 0 ∨ p = 1 ∨ q = 0 ∨ q = 1) : |s p - s q| = s |p - q| := by
  rw [spinOrbitalEntropy_eq]
  have empty : ∀ x ∈ Icc (0 : ℝ) 1, |binEntropy x - binEntropy 0| = binEntropy |x - 0| := by
    intro x hx
    rw [binEntropy_zero, sub_zero, sub_zero, abs_of_nonneg (binEntropy_nonneg hx.1 hx.2),
      abs_of_nonneg hx.1]
  have full : ∀ x ∈ Icc (0 : ℝ) 1, |binEntropy x - binEntropy 1| = binEntropy |x - 1| := by
    intro x hx
    rw [binEntropy_one, sub_zero, abs_of_nonneg (binEntropy_nonneg hx.1 hx.2),
      abs_sub_comm x 1, abs_of_nonneg (sub_nonneg.mpr hx.2), binEntropy_one_sub]
  rcases h with rfl | rfl | rfl | rfl | rfl
  · rw [sub_self, sub_self, abs_zero, binEntropy_zero]
  · rw [abs_sub_comm (binEntropy 0), abs_sub_comm 0 q]
    exact empty q hq
  · rw [abs_sub_comm (binEntropy 1), abs_sub_comm 1 q]
    exact full q hq
  · exact empty p hp
  · exact full p hp

/-- Main bound: for occupations `p` and `q` in `[0,1]`, the error of the spin-orbital entropy is at
most the entropy of the occupation error. -/
theorem entropy_error_le {p q : ℝ} (hp : p ∈ Icc (0 : ℝ) 1) (hq : q ∈ Icc (0 : ℝ) 1) :
    |s p - s q| ≤ s |p - q| := by
  by_cases h : p = q ∨ p = 0 ∨ p = 1 ∨ q = 0 ∨ q = 1
  · exact (entropy_error_eq hp hq h).le
  · push Not at h
    obtain ⟨hpq, hp0, hp1, hq0, hq1⟩ := h
    exact (entropy_error_lt ⟨lt_of_le_of_ne hp.1 hp0.symm, lt_of_le_of_ne hp.2 hp1⟩
      ⟨lt_of_le_of_ne hq.1 hq0.symm, lt_of_le_of_ne hq.2 hq1⟩ hpq).le

/-- For occupations in `[0,1]`, the main bound is an equality exactly when the occupations coincide
or at least one of them is 0 or 1. -/
theorem entropy_error_eq_iff {p q : ℝ} (hp : p ∈ Icc (0 : ℝ) 1) (hq : q ∈ Icc (0 : ℝ) 1) :
    |s p - s q| = s |p - q| ↔ p = q ∨ p = 0 ∨ p = 1 ∨ q = 0 ∨ q = 1 := by
  refine ⟨fun heq => ?_, entropy_error_eq hp hq⟩
  by_contra h
  push Not at h
  obtain ⟨hpq, hp0, hp1, hq0, hq1⟩ := h
  exact (entropy_error_lt ⟨lt_of_le_of_ne hp.1 hp0.symm, lt_of_le_of_ne hp.2 hp1⟩
    ⟨lt_of_le_of_ne hq.1 hq0.symm, lt_of_le_of_ne hq.2 hq1⟩ hpq).ne heq

/-- If occupations in `[0,1]` are known to within `ε`, with `0 ≤ ε ≤ 1/2`, the largest possible
error of the spin-orbital entropy is exactly the entropy at occupation `ε`. -/
theorem worst_entropy_error {ε : ℝ} (h0 : 0 ≤ ε) (h1 : ε ≤ 1 / 2) :
    IsGreatest {e : ℝ | ∃ p ∈ Icc (0 : ℝ) 1, ∃ q ∈ Icc (0 : ℝ) 1,
      |p - q| ≤ ε ∧ e = |s p - s q|} (s ε) := by
  constructor
  · -- attained by an orbital that is empty in one of the two calculations
    have hε : ε ∈ Icc (0 : ℝ) 1 := ⟨h0, by linarith⟩
    have hz : (0 : ℝ) ∈ Icc (0 : ℝ) 1 := ⟨le_refl 0, zero_le_one⟩
    have e : |ε - 0| = ε := by rw [sub_zero, abs_of_nonneg h0]
    refine ⟨ε, hε, 0, hz, e.le, ?_⟩
    rw [entropy_error_eq hε hz (by simp), e]
  · rintro e ⟨p, hp, q, hq, hpq, rfl⟩
    refine (entropy_error_le hp hq).trans ?_
    rw [spinOrbitalEntropy_eq]
    exact binEntropy_strictMonoOn.monotoneOn ⟨abs_nonneg _, by linarith⟩
      ⟨h0, by linarith⟩ hpq

/-- If every occupation of a finite set of spin orbitals lies in `[0,1]` and is known to within
`ε ≤ 1/2`, the error of the summed entropy is at most the number of orbitals times `s ε`. -/
theorem total_entropy_error_le {ι : Type*} [Fintype ι] {p q : ι → ℝ} {ε : ℝ}
    (hp : ∀ i, p i ∈ Icc (0 : ℝ) 1) (hq : ∀ i, q i ∈ Icc (0 : ℝ) 1)
    (hpq : ∀ i, |p i - q i| ≤ ε) (h1 : ε ≤ 1 / 2) :
    |∑ i, s (p i) - ∑ i, s (q i)| ≤ Fintype.card ι * s ε := by
  rw [← Finset.sum_sub_distrib]
  calc |∑ i, (s (p i) - s (q i))| ≤ ∑ i, |s (p i) - s (q i)| := Finset.abs_sum_le_sum_abs _ _
    _ ≤ ∑ _i : ι, s ε := Finset.sum_le_sum fun i _ =>
        (worst_entropy_error ((abs_nonneg _).trans (hpq i)) h1).2
          ⟨p i, hp i, q i, hq i, hpq i, rfl⟩
    _ = Fintype.card ι * s ε := by simp

/-- No linear error bound exists: for every constant `L` there are two occupations in `[0,1]` whose
entropies differ by more than `L` times the occupation error. -/
theorem no_linear_error_bound (L : ℝ) :
    ∃ p ∈ Icc (0 : ℝ) 1, ∃ q ∈ Icc (0 : ℝ) 1, L * |p - q| < |s p - s q| := by
  -- compare an empty orbital with one of exponentially small occupation
  obtain ⟨p, hp0, hp1, hlog⟩ : ∃ p : ℝ, 0 < p ∧ p < 1 ∧ log p = -(|L| + 1) :=
    ⟨exp (-(|L| + 1)), exp_pos _, Real.exp_lt_one_iff.mpr (by linarith [abs_nonneg L]),
      log_exp _⟩
  have hp : p ∈ Icc (0 : ℝ) 1 := ⟨hp0.le, hp1.le⟩
  have hz : (0 : ℝ) ∈ Icc (0 : ℝ) 1 := ⟨le_refl 0, zero_le_one⟩
  refine ⟨p, hp, 0, hz, ?_⟩
  rw [entropy_error_eq hp hz (by simp), sub_zero, abs_of_pos hp0, spinOrbitalEntropy, hlog]
  have h1 : L * p ≤ |L| * p := mul_le_mul_of_nonneg_right (le_abs_self L) hp0.le
  have h2 : (1 - p) * log (1 - p) ≤ 0 :=
    mul_nonpos_of_nonneg_of_nonpos (by linarith) (log_nonpos (by linarith) (by linarith))
  nlinarith

end OrbitalEntropyError
```

```lean
#print axioms OrbitalEntropyError.entropy_error_le
-- 'OrbitalEntropyError.entropy_error_le' depends on axioms: [propext, Classical.choice, Quot.sound]
#print axioms OrbitalEntropyError.entropy_error_eq_iff
-- 'OrbitalEntropyError.entropy_error_eq_iff' depends on axioms: [propext, Classical.choice, Quot.sound]
#print axioms OrbitalEntropyError.total_entropy_error_le
-- 'OrbitalEntropyError.total_entropy_error_le' depends on axioms: [propext, Classical.choice, Quot.sound]
#print axioms OrbitalEntropyError.no_linear_error_bound
-- 'OrbitalEntropyError.no_linear_error_bound' depends on axioms: [propext, Classical.choice, Quot.sound]
```

## Single spin orbitals with a known tolerance

In the file, occupations are real numbers, `Icc (0 : ℝ) 1` is the closed interval [0,1], and `s` abbreviates `spinOrbitalEntropy`. `spinOrbitalEntropy_eq` identifies it with Mathlib's `binEntropy`, which supplies concavity, monotonicity and particle–hole symmetry.

`entropy_add_lt` proves subadditivity through its inner step `chord`. `entropy_error_lt` applies it to particles and holes, and `entropy_error_eq` computes the equality cases. `entropy_error_le` and `entropy_error_eq_iff` combine the two by separating those cases from distinct fractional occupations.

In `worst_entropy_error`, `IsGreatest` says that s(ε) is both an upper bound and an attained error. `total_entropy_error_le` sums over a finite index type `ι`, with `Fintype.card ι` as M. `no_linear_error_bound` uses the exponentially small occupation above.

The tolerance ε is an input: it stands for the accuracy of the preliminary method, which has to be established separately. At ε = 0 the entropy error vanishes; at ε = 1/2 it can reach ln 2, the largest entropy a spin orbital can have. For 1/2 < ε ≤ 1, s(ε) is too small to be a bound, because p = 1/2, q = 0 still gives an error of ln 2.

The entropy here belongs to one spin orbital. A spatial orbital has four local states, and its entropy is not fixed by one occupation. Floating-point rounding is not modelled, and occupations slightly outside [0,1], as some approximate methods produce, violate the hypotheses.
